# Ladder relations for the harmonic oscillator on smooth functions

Without a link between different energies, each level of the harmonic oscillator is a new second-order differential equation, and a solution found for one level gives no help with the next. For smooth functions, two first-order operators supply the link: applied to a solution at energy $E$, they give solutions at $E+1$ and $E-1$, either of which may be the zero function.

The relations underlie the counting of vibrational quanta in the harmonic approximation, here for a single uncoupled mode. Units are $\hbar=m=\omega=1$.

```lean
import Mathlib

open scoped ContDiff

namespace HarmonicOscillatorLadder

noncomputable section
```

## The operators and the functions they generate

Wave functions are maps $f:\mathbb R\to\mathbb C$, and `deriv` is the derivative in $x$. The lowering operator is $af=(xf+f')/\sqrt2$.

```lean
/-- The lowering operator `a = (x + d/dx)/√2`. -/
def lower (f : ℝ → ℂ) : ℝ → ℂ :=
  fun x => ((x : ℂ) * f x + deriv f x) / ((√2 : ℝ) : ℂ)
```

The raising operator is $bf=(xf-f')/\sqrt2$. Textbooks write it $a^\dagger$; no inner product is used here, so it has its own letter.

```lean
/-- The raising operator `b = (x - d/dx)/√2`. -/
def raise (f : ℝ → ℂ) : ℝ → ℂ :=
  fun x => ((x : ℂ) * f x - deriv f x) / ((√2 : ℝ) : ℂ)
```

The Hamiltonian is $Hf=-\tfrac12f''+\tfrac12x^2f$.

```lean
/-- The oscillator Hamiltonian `H f = -f''/2 + x² f/2`. -/
def hamiltonian (f : ℝ → ℂ) : ℝ → ℂ :=
  fun x => -deriv (deriv f) x / 2 + (x : ℂ) ^ 2 * f x / 2
```

The candidate ground state is $g(x)=e^{-x^2/2}$, left unnormalised.

```lean
/-- The Gaussian `exp(-x²/2)`. -/
def gaussian : ℝ → ℂ := fun x => ((Real.exp (-x ^ 2 / 2) : ℝ) : ℂ)
```

Raising it $n$ times gives `state n`, the function $b^ng$.

```lean
/-- The functions `bⁿ exp(-x²/2)`, built by raising the Gaussian `n` times. -/
def state : ℕ → ℝ → ℂ
  | 0 => gaussian
  | n + 1 => raise (state n)
```

## Derivatives of $af$ and $bf$

Each product of two ladder operators carries the factor $(1/\sqrt2)^2=\tfrac12$.

```lean
/-- The normalisation factor `1/√2` of the ladder operators squares to `1/2`. -/
theorem inv_sqrt_two_sq : (((√2 : ℝ) : ℂ)⁻¹) ^ 2 = 1 / 2 := by
  rw [inv_pow, ← Complex.ofReal_pow, Real.sq_sqrt (by norm_num : (0 : ℝ) ≤ 2)]
  norm_num
```

The hypothesis `ContDiff ℝ ∞ f` says that $f$ has derivatives of every order. Then $xf$ and $f'$ are smooth, and so are $af$ and $bf$.

```lean
/-- The ladder operators map smooth functions to smooth functions. -/
theorem smooth_ladder {f : ℝ → ℂ} (hf : ContDiff ℝ ∞ f) :
    ContDiff ℝ ∞ (lower f) ∧ ContDiff ℝ ∞ (raise f) := by
  have hd := (contDiff_infty_iff_deriv.mp hf).2
  have hX : ContDiff ℝ ∞ (fun x : ℝ => (x : ℂ)) := Complex.ofRealCLM.contDiff
  exact ⟨((hX.mul hf).add hd).div_const _, ((hX.mul hf).sub hd).div_const _⟩
```

By the product rule,
$$(af)'=\frac{f+xf'+f''}{\sqrt2},\qquad (bf)'=\frac{f+xf'-f''}{\sqrt2}.$$

```lean
/-- For smooth `f`, the derivatives of `a f` and `b f` are
`(f + x f' + f'')/√2` and `(f + x f' - f'')/√2`. -/
theorem hasDerivAt_ladder {f : ℝ → ℂ} (hf : ContDiff ℝ ∞ f) (x : ℝ) :
    HasDerivAt (lower f)
      ((f x + x * deriv f x + deriv (deriv f) x) / ((√2 : ℝ) : ℂ)) x ∧
    HasDerivAt (raise f)
      ((f x + x * deriv f x - deriv (deriv f) x) / ((√2 : ℝ) : ℂ)) x := by
  have h := contDiff_infty_iff_deriv.mp hf
  have f1 : HasDerivAt f (deriv f x) x := (h.1 x).hasDerivAt
  have f2 : HasDerivAt (deriv f) (deriv (deriv f) x) x :=
    ((contDiff_infty_iff_deriv.mp h.2).1 x).hasDerivAt
  have hX : HasDerivAt (fun y : ℝ => (y : ℂ)) 1 x := by
    simpa using (hasDerivAt_id x).ofReal_comp
  have h1 := ((hX.fun_mul f1).fun_add f2).div_const ((√2 : ℝ) : ℂ)
  have h2 := ((hX.fun_mul f1).fun_sub f2).div_const ((√2 : ℝ) : ℂ)
  exact ⟨h1.congr_deriv (by ring), h2.congr_deriv (by ring)⟩
```

Since $(cf)'=cf'$ for complex $c$, also $a(cf)=c\,af$ and $b(cf)=c\,bf$.

```lean
/-- On differentiable functions the ladder operators commute with multiplication
by a complex number. -/
theorem ladder_smul {f : ℝ → ℂ} (hf : Differentiable ℝ f) (c : ℂ) :
    lower (c • f) = c • lower f ∧ raise (c • f) = c • raise f := by
  have h : ∀ x, deriv (c • f) x = c * deriv f x :=
    fun x => ((hf x).hasDerivAt.const_mul c).deriv
  constructor <;> funext x <;>
    simp only [lower, raise, Pi.smul_apply, smul_eq_mul, h] <;> ring
```

## Commutator and factorisation

Inserting the derivatives gives
$$a(bf)=\tfrac12\big[x(xf-f')+f+xf'-f''\big]=\tfrac12(x^2f+f-f''),$$
$$b(af)=\tfrac12\big[x(xf+f')-f-xf'-f''\big]=\tfrac12(x^2f-f-f'').$$
The difference is $f$, which is $ab-ba=1$. In the proof, `linear_combination` does this algebra at each point $x$, using the value of $(1/\sqrt2)^2$.

```lean
/-- The canonical commutation relation `ab - ba = 1` on smooth functions. -/
theorem commutator {f : ℝ → ℂ} (hf : ContDiff ℝ ∞ f) :
    lower (raise f) - raise (lower f) = f := by
  funext x
  change ((x : ℂ) * raise f x + deriv (raise f) x) / ((√2 : ℝ) : ℂ)
    - ((x : ℂ) * lower f x - deriv (lower f) x) / ((√2 : ℝ) : ℂ) = f x
  rw [(hasDerivAt_ladder hf x).1.deriv, (hasDerivAt_ladder hf x).2.deriv]
  simp only [lower, raise]
  linear_combination (2 * f x) * inv_sqrt_two_sq
```

Being once continuously differentiable is not enough. Take $f(x)=1+x|x|/2$, with $f'(x)=|x|$. Neither $af$ nor $bf$ is differentiable at $0$, where Lean's `deriv` then returns $0$; the left side of the commutator is $0$ there, but $f(0)=1$.

Adding $\tfrac12f$ to $b(af)$ leaves $\tfrac12(x^2f-f'')$, so $H=ba+\tfrac12$.

```lean
/-- The factorisation `H = ba + 1/2` on smooth functions. -/
theorem hamiltonian_eq {f : ℝ → ℂ} (hf : ContDiff ℝ ∞ f) :
    hamiltonian f = raise (lower f) + (1 / 2 : ℂ) • f := by
  funext x
  change hamiltonian f x =
    ((x : ℂ) * lower f x - deriv (lower f) x) / ((√2 : ℝ) : ℂ) + 1 / 2 * f x
  rw [(hasDerivAt_ladder hf x).1.deriv]
  simp only [lower, hamiltonian]
  linear_combination
    (-((x : ℂ) ^ 2 * f x - f x - deriv (deriv f) x)) * inv_sqrt_two_sq
```

## Shifting the energy by one

Let $Hf=Ef$, an equality of functions with $E$ any complex number. The factorisation and the commutator give
$$b(af)=(E-\tfrac12)f,\qquad a(bf)=(E+\tfrac12)f,$$
which are `hba` and `hab` in the proof. Applying the factorisation to $bf$,
$$H(bf)=b(a(bf))+\tfrac12bf=(E+\tfrac12)bf+\tfrac12bf=(E+1)bf.$$
For $af$, the commutator gives
$$b(a(af))=a(b(af))-af=(E-\tfrac32)af,$$
and hence $H(af)=(E-1)af$. The tactic `module` collects the coefficients.

```lean
/-- If a smooth `f` satisfies `H f = E f`, then `H (b f) = (E + 1) b f` and
`H (a f) = (E - 1) a f`. -/
theorem energy_ladder {f : ℝ → ℂ} (hf : ContDiff ℝ ∞ f) {E : ℂ}
    (hE : hamiltonian f = E • f) :
    hamiltonian (raise f) = (E + 1) • raise f ∧
    hamiltonian (lower f) = (E - 1) • lower f := by
  have hd := (contDiff_infty_iff_deriv.mp hf).1
  have h1 := commutator hf
  have h2 := hamiltonian_eq hf
  -- both products of ladder operators act on `f` as numbers
  have hab : lower (raise f) = (E + 1 / 2) • f := by
    linear_combination (norm := module) h1 - h2 + hE
  have hba : raise (lower f) = (E - 1 / 2) • f := by
    linear_combination (norm := module) hE - h2
  constructor
  · rw [hamiltonian_eq (smooth_ladder hf).2, hab, (ladder_smul hd _).2]
    module
  · have c := commutator (smooth_ladder hf).1
    have h := hamiltonian_eq (smooth_ladder hf).1
    rw [hba, (ladder_smul hd _).1] at c
    linear_combination (norm := module) h - c
```

## The bottom of the ladder

The chain rule gives $g'=-xg$.

```lean
/-- The Gaussian `g = exp(-x²/2)` is smooth and satisfies `g' = -x g`. -/
theorem gaussian_smooth_deriv :
    ContDiff ℝ ∞ gaussian ∧
    ∀ x : ℝ, HasDerivAt gaussian (-(x : ℂ) * gaussian x) x := by
  constructor
  · have h : ContDiff ℝ ∞ (fun x : ℝ => Real.exp (-x ^ 2 / 2)) :=
      Real.contDiff_exp.comp ((contDiff_id.pow 2).neg.div_const 2)
    exact Complex.ofRealCLM.contDiff.comp h
  · intro x
    have h1 : HasDerivAt (fun y : ℝ => -y ^ 2 / 2) (-x) x := by
      have h := (hasDerivAt_pow 2 x).fun_neg.div_const 2
      refine h.congr_deriv ?_
      change -(((2 : ℕ) : ℝ) * x ^ 1) / 2 = -x
      push_cast
      ring
    have h2 := h1.exp.ofReal_comp
    refine h2.congr_deriv ?_
    simp only [gaussian, Complex.ofReal_mul, Complex.ofReal_neg]
    ring
```

If $f$ is differentiable and $af=0$, then $f'=-xf$, and
$$\left(\frac fg\right)'=\frac{f'g-fg'}{g^2}=\frac{-xfg+xfg}{g^2}=0.$$
So $f=cg$ with $c=f(0)/g(0)$. Conversely, $a(cg)=c(xg-xg)/\sqrt2=0$.

```lean
/-- A differentiable function is annihilated by the lowering operator exactly when
it is a complex multiple of the Gaussian `exp(-x²/2)`. -/
theorem lower_eq_zero_iff {f : ℝ → ℂ} (hf : Differentiable ℝ f) :
    lower f = 0 ↔ ∃ c : ℂ, f = c • gaussian := by
  have hg := gaussian_smooth_deriv.2
  have hne : ∀ x, gaussian x ≠ 0 :=
    fun x => Complex.ofReal_ne_zero.mpr (Real.exp_pos _).ne'
  constructor
  · intro h
    have hd : ∀ x, deriv f x = -((x : ℂ) * f x) := by
      intro x
      have hx : ((x : ℂ) * f x + deriv f x) / ((√2 : ℝ) : ℂ) = 0 := congrFun h x
      rcases div_eq_zero_iff.mp hx with h1 | h1
      · linear_combination h1
      · have h2 := inv_sqrt_two_sq
        rw [h1] at h2
        norm_num at h2
    -- the quotient of `f` and the Gaussian has zero derivative
    have q : ∀ x, HasDerivAt (fun y => f y / gaussian y) 0 x := by
      intro x
      refine ((hf x).hasDerivAt.fun_div (hg x) (hne x)).congr_deriv ?_
      rw [hd]
      ring
    refine ⟨f 0 / gaussian 0, funext fun x => ?_⟩
    have hc : f x / gaussian x = f 0 / gaussian 0 :=
      is_const_of_deriv_eq_zero (fun y => (q y).differentiableAt)
        (fun y => (q y).deriv) x 0
    change f x = f 0 / gaussian 0 * gaussian x
    rw [← hc, div_mul_cancel₀ _ (hne x)]
  · rintro ⟨c, rfl⟩
    have h0 : lower gaussian = 0 := by
      funext x
      change ((x : ℂ) * gaussian x + deriv gaussian x) / ((√2 : ℝ) : ℂ) = 0
      rw [(hg x).deriv]
      ring
    rw [(ladder_smul (fun x => (hg x).differentiableAt) c).1, h0, smul_zero]
```

## The levels $n+\tfrac12$

For $n=0$, $ag=0$ gives $Hg=\tfrac12g$, and $g(0)=1$ shows that $g$ is not zero. The lowering relation then reads $0=0$, and the ladder stops.

For the induction step, let $\psi=b^ng$ with $H\psi=(n+\tfrac12)\psi$. Raising adds one to the energy. Moreover $a(b\psi)=(n+1)\psi$, so $b\psi=0$ would force $\psi=0$, against the induction hypothesis.

```lean
/-- For every `n`, the function `ψ = bⁿ exp(-x²/2)` is smooth, satisfies
`H ψ = (n + 1/2) ψ`, and is not the zero function. -/
theorem state_energy (n : ℕ) :
    ContDiff ℝ ∞ (state n) ∧
    hamiltonian (state n) = ((n : ℂ) + 1 / 2) • state n ∧ state n ≠ 0 := by
  induction n with
  | zero =>
    have hs := gaussian_smooth_deriv.1
    have hd := (contDiff_infty_iff_deriv.mp hs).1
    have h0 : lower gaussian = 0 := (lower_eq_zero_iff hd).2 ⟨1, (one_smul ℂ _).symm⟩
    have hr := (ladder_smul hd 0).2
    simp only [zero_smul] at hr
    refine ⟨hs, ?_, fun h => ?_⟩
    · change hamiltonian gaussian = (((0 : ℕ) : ℂ) + 1 / 2) • gaussian
      rw [hamiltonian_eq hs, h0, hr, Nat.cast_zero, zero_add, zero_add]
    · exact Complex.ofReal_ne_zero.mpr (Real.exp_pos _).ne' (congrFun h 0)
  | succ n ih =>
    obtain ⟨hs, hE, hne⟩ := ih
    refine ⟨(smooth_ladder hs).2, ?_, fun h => hne ?_⟩
    · change hamiltonian (raise (state n)) = (((n + 1 : ℕ) : ℂ) + 1 / 2) • raise (state n)
      rw [(energy_ladder hs hE).1]
      push_cast
      module
    · -- lowering the raised state returns `n + 1` times the original
      have h1 := commutator hs
      have h2 := hamiltonian_eq hs
      have hab : lower (raise (state n)) = ((n : ℂ) + 1) • state n := by
        linear_combination (norm := module) h1 - h2 + hE
      have hl := (ladder_smul (contDiff_infty_iff_deriv.mp hs).1 0).1
      simp only [zero_smul] at hl
      have hz : raise (state n) = 0 := h
      rw [hz, hl] at hab
      exact (smul_eq_zero.mp hab.symm).resolve_left (Nat.cast_add_one_ne_zero n)

end

end HarmonicOscillatorLadder
```

The first raised function is $bg=\sqrt2\,x\,g$, at energy $\tfrac32$. The normalised eigenfunctions are $\pi^{-1/4}(n!)^{-1/2}\,b^ng$, a standard formula quoted here without a formal proof.

Bound states must also be square-integrable, a condition that the theorems do not impose. Smoothness alone admits $f=e^{x^2/2}$, which satisfies $Hf=-\tfrac12f$ and $bf=0$ but is no bound state. The theorems therefore give eigenfunctions at every $n+\tfrac12$, without excluding other values of $E$.

```lean
#print axioms HarmonicOscillatorLadder.smooth_ladder
#print axioms HarmonicOscillatorLadder.state_energy
```

```
'HarmonicOscillatorLadder.smooth_ladder' depends on axioms: [propext, Classical.choice, Quot.sound]
'HarmonicOscillatorLadder.state_energy' depends on axioms: [propext, Classical.choice, Quot.sound]
```
